# The Choi matrix of the reduction map on n × n matrices is 1 − n|Ω⟩⟨Ω|, with Ω the normalised maximally entangled vector

The reduction map sends a complex n × n matrix X to Tr(X) 1 − X. The theorem `choi_reduction` states that its Choi matrix, the sum of E_ij ⊗ Φ(E_ij) over all matrix units without a prefactor 1/n, equals 1 − n|Ω⟩⟨Ω|. Here Ω = ∑ |ii⟩ / √n is the maximally entangled vector of two n-level systems, which has norm one for n ≥ 1. The proof compares the two sides entry by entry: it first shows that only the block E_ij contributes to a given entry, then computes the trace of E_ij, writes out the reduction map with `change`, and settles the remaining equalities by cases on the indices.

This version doesn't compile in Lean 4 with Mathlib:

```lean
import Mathlib

open Matrix
open scoped ComplexOrder Kronecker

namespace ChoiReduction

noncomputable section

/-- The reduction map `X ↦ Tr(X) 1 - X` on `n × n` complex matrices. -/
def reductionMap (n : ℕ) :
    Matrix (Fin n) (Fin n) ℂ →ₗ[ℂ] Matrix (Fin n) (Fin n) ℂ where
  toFun X := X.trace • (1 : Matrix (Fin n) (Fin n) ℂ) - X
  map_add' X Y := by
    rw [Matrix.trace_add]
    module
  map_smul' c X := by
    rw [Matrix.trace_smul, smul_eq_mul, RingHom.id_apply]
    module

/-- The Choi matrix `∑ E_ij ⊗ Φ(E_ij)` of a linear map `Φ` on matrices. -/
def choiMatrix {n : ℕ} (Φ : Matrix (Fin n) (Fin n) ℂ →ₗ[ℂ] Matrix (Fin n) (Fin n) ℂ) :
    Matrix (Fin n × Fin n) (Fin n × Fin n) ℂ :=
  ∑ i, ∑ j, Matrix.single i j (1 : ℂ) ⊗ₖ Φ (Matrix.single i j 1)

/-- The maximally entangled vector `∑ |ii⟩ / √n` of two `n`-level systems, for `n ≥ 1`. -/
def maxEntangled (n : ℕ) : Fin n × Fin n → ℂ :=
  fun p => if p.1 = p.2 then (((√(n : ℝ))⁻¹ : ℝ) : ℂ) else 0

/-- The entries of `|Ω⟩⟨Ω|` for the maximally entangled vector `Ω` are `1/n` between
the states `|ii⟩` and zero elsewhere. -/
theorem maxEntangled_mul_star {n : ℕ} (p q : Fin n × Fin n) :
    maxEntangled n p * star (maxEntangled n q)
      = if p.1 = p.2 ∧ q.1 = q.2 then (n : ℂ)⁻¹ else 0 := by
  have hc : star (((√(n : ℝ))⁻¹ : ℝ) : ℂ) = (((√(n : ℝ))⁻¹ : ℝ) : ℂ) := Complex.conj_ofReal _
  unfold maxEntangled
  by_cases h1 : p.1 = p.2
  · by_cases h2 : q.1 = q.2
    · rw [if_pos h1, if_pos h2, if_pos ⟨h1, h2⟩, hc, ← Complex.ofReal_mul, ← mul_inv,
        Real.mul_self_sqrt (Nat.cast_nonneg n)]
      simp
    · simp [h2]
  · simp [h1]

/-- The Choi matrix of the reduction map is `1 - n |Ω⟩⟨Ω|`, with `Ω` the maximally
entangled vector. -/
theorem choi_reduction (n : ℕ) :
    choiMatrix (reductionMap n)
      = 1 - (n : ℂ) • Matrix.vecMulVec (maxEntangled n) (star (maxEntangled n)) := by
  ext ⟨i, k⟩ ⟨j, l⟩
  have hn : (n : ℂ) ≠ 0 := Nat.cast_ne_zero.mpr (by have := i.isLt; omega)
  -- only the block `E_ij` contributes to this entry
  have hentry : choiMatrix (reductionMap n) (i, k) (j, l)
      = reductionMap n (Matrix.single i j 1) k l := by
    simp only [choiMatrix, Matrix.sum_apply, Matrix.kroneckerMap_apply]
    rw [Finset.sum_eq_single i, Finset.sum_eq_single j] <;>
      simp +contextual [Matrix.single_apply]
  have ht : (Matrix.single i j (1 : ℂ)).trace = if i = j then 1 else 0 := by
    by_cases h : i = j
    · subst h
      simp [Matrix.trace, Matrix.single_apply]
    · rw [if_neg h]
      refine Finset.sum_eq_zero fun a _ => ?_
      rw [Matrix.diag_apply, Matrix.single_apply, if_neg]
      rintro ⟨h1, h2⟩
      exact h (h1.trans h2.symm)
  rw [hentry]
  change ((Matrix.single i j (1 : ℂ)).trace • (1 : Matrix (Fin n) (Fin n) ℂ)
    - Matrix.single i j 1) k l = _
  simp only [Matrix.sub_apply, Matrix.smul_apply, Matrix.vecMulVec_apply, Pi.star_apply,
    maxEntangled_mul_star, ht, Matrix.one_apply, Matrix.single_apply, Prod.mk.injEq, smul_eq_mul]
  congr 1
  · by_cases h1 : i = j <;> by_cases h2 : k = l <;> simp [h1, h2]
  · split_ifs <;> simp [hn]

end

end ChoiReduction
```

The error:

```
Main.lean:68:9: error: Function expected at
  (single i j 1).trace • 1 - single i j 1
but this term has type
  ?m.229

Note: Expected a function because this term is being applied to the argument
  k
Main.lean:61:26: warning: This simp argument is unused:
  Matrix.single_apply

Hint: Omit it from the simp argument list.
  [apply] simp [Matrix.trace]

Note: This linter can be disabled with `set_option linter.unusedSimpArgs false`
```

What went wrong. The error is in the `change` step, where the difference of two matrices is applied to the indices `k` and `l`. In the second matrix, `Matrix.single i j 1`, nothing says what kind of number the `1` is, so the entry type is still open. Lean finds the result type of a subtraction from the types of both operands, and with one of them incomplete it had only the placeholder `?m.229` when it reached the argument `k`. It could not yet tell that the difference was a matrix, and so a function of two indices.

The repair writes the last `1` as `(1 : ℂ)`, which removes the unknown at its source. It also ascribes the type `Matrix (Fin n) (Fin n) ℂ` to the whole difference, which gives the result type directly, so that the difference can be applied to `k` and `l`.

The warning is a separate matter: `simp` does not use `Matrix.single_apply` when computing the trace for equal indices. Removing it is mere tidying.

The repair, with which the file compiles:

```diff
@@ -59,5 +59,5 @@
     by_cases h : i = j
     · subst h
-      simp [Matrix.trace, Matrix.single_apply]
+      simp [Matrix.trace]
     · rw [if_neg h]
       refine Finset.sum_eq_zero fun a _ => ?_
@@ -67,5 +67,5 @@
   rw [hentry]
   change ((Matrix.single i j (1 : ℂ)).trace • (1 : Matrix (Fin n) (Fin n) ℂ)
-    - Matrix.single i j 1) k l = _
+    - Matrix.single i j (1 : ℂ) : Matrix (Fin n) (Fin n) ℂ) k l = _
   simp only [Matrix.sub_apply, Matrix.smul_apply, Matrix.vecMulVec_apply, Pi.star_apply,
     maxEntangled_mul_star, ht, Matrix.one_apply, Matrix.single_apply, Prod.mk.injEq, smul_eq_mul]
```
